# No function on matrices sends every $xy^{\mathsf T}$ to $\bar x\,y^{\mathsf T}$

No function $F$ from complex $2\times2$ matrices to themselves satisfies $F(xy^{\mathsf T})=\bar x\,y^{\mathsf T}$ for all $x,y\in\mathbb C^2$, where the bar is complex conjugation of each component. If a matrix holds the coefficients of a pure state of two distinguishable systems, this says that state vectors of the pair admit no operation "conjugate the first half, leave the second alone".

Physical states are fixed only up to a factor, so a weaker demand is also treated: the image need only be a nonzero multiple of $\bar x\,y^{\mathsf T}$. When both halves have dimension at least two, no additive $F$ meets it. Linear and antilinear maps are additive, so no map of either kind on state vectors extends the local conjugation to entangled states.

## States of a pair as matrices

```lean
import Mathlib

open Complex

namespace LocalConjugation

variable {m n : Type*}
```

The types `m` and `n` label the basis states of the two halves. A vector of the first half is a function `m → ℂ`, which gives one complex amplitude per label. For $\mathbb C^2$ one takes two labels on each side. No inner product or normalisation is used.

```lean
/-- The product state of `x` and `y`, written as the coefficient matrix `x yᵀ` of a pair. -/
def prodState (x : m → ℂ) (y : n → ℂ) : Matrix m n ℂ :=
  Matrix.of fun i j => x i * y j
```

The product state of $x$ and $y$ has coefficients $M_{ij}=x_iy_j$, so it is the matrix $xy^{\mathsf T}$. A general `Matrix m n ℂ` describes any pure state of the pair; the nonzero matrices that are not of product form are the entangled states.

```lean
/-- The map `F` on coefficient matrices sends `x yᵀ` to exactly `(A x) (B y)ᵀ`, for all vectors `x`
of the first half and `y` of the second. -/
def ActsLocally (F : Matrix m n ℂ → Matrix m n ℂ)
    (A : (m → ℂ) → (m → ℂ)) (B : (n → ℂ) → (n → ℂ)) : Prop :=
  ∀ x y, F (prodState x y) = prodState (A x) (B y)
```

`ActsLocally F A B` is the statement $F(xy^{\mathsf T})=(Ax)(By)^{\mathsf T}$ for all $x,y$. It restricts $F$ on product states only and leaves its values on entangled states free. Here $F$, $A$ and $B$ are arbitrary functions, with no linearity assumed.

## A phase belongs to neither factor

```lean
/-- A phase `i` on the first half gives the same product state as a phase `i` on the second. -/
theorem prodState_phase (x : m → ℂ) (y : n → ℂ) :
    prodState (I • x) y = prodState x (I • y) := by
  ext i j
  simp only [prodState, Matrix.of_apply, Pi.smul_apply, smul_eq_mul]
  ring
```

Write $I$ for the imaginary unit, as Lean does. The theorem says $(Ix)y^{\mathsf T}=x(Iy)^{\mathsf T}$, because each entry obeys

$$(Ix_i)y_j=x_i(Iy_j).$$

In the proof, `ext i j` reduces equality of matrices to equality of entries, `simp only` unfolds the definitions, and `ring` does the algebra.

```lean
/-- If each half has at least one basis state, no function on the state vectors of the pair, linear
or not, sends every product vector `x yᵀ` to exactly `x̄ yᵀ`. -/
theorem no_local_conjugation [Nonempty m] [Nonempty n] :
    ¬ ∃ F : Matrix m n ℂ → Matrix m n ℂ, ActsLocally F star id := by
  rintro ⟨F, hF⟩
  obtain ⟨i⟩ := ‹Nonempty m›
  obtain ⟨j⟩ := ‹Nonempty n›
  -- the same input state, written in two ways, would have two different images
  have h := (hF (I • 1) 1).symm.trans
    ((congrArg F (prodState_phase 1 1)).trans (hF 1 (I • 1)))
  have e := congrArg (fun M : Matrix m n ℂ => (M i j).im) h
  norm_num [prodState] at e
```

On vectors, `star` is componentwise conjugation and `id` is the identity. The hypotheses `[Nonempty m]` and `[Nonempty n]` say that each half has at least one basis state, so the theorem covers $\mathbb C^2$ and already holds in dimension one.

Suppose that $F$ exists, and let $u$ and $v$ be the vectors of the two halves with every component 1. Then

$$F\big((Iu)v^{\mathsf T}\big)=-I\,uv^{\mathsf T},\qquad F\big(u(Iv)^{\mathsf T}\big)=I\,uv^{\mathsf T}.$$

The two inputs are the same matrix, so the outputs must agree, and any entry gives $-I=I$, which is false. In $\mathbb C^2$, dividing $u$ and $v$ by $\sqrt2$ normalises them; each entry of their product matrix is then $1/2$, and the clash is between $-I/2$ and $I/2$.

In Lean, both vectors are written `1`. The statement `h` joins three equalities: the first value of $F$, the equality of the inputs, and the second value of $F$. `congrArg` then takes the imaginary part of one entry on both sides, and `norm_num` finds the contradiction $-1=1$.

## Any antilinear map beside any linear map

```lean
/-- For an antilinear map `A` on the first half and a linear map `B` on the second, some function on
state vectors sends every `x yᵀ` to exactly `(A x) (B y)ᵀ` if and only if `A` or `B` is zero. -/
theorem antilinear_linear_iff (A : (m → ℂ) →ₛₗ[starRingEnd ℂ] (m → ℂ))
    (B : (n → ℂ) →ₗ[ℂ] (n → ℂ)) :
    (∃ F : Matrix m n ℂ → Matrix m n ℂ, ActsLocally F A B) ↔ A = 0 ∨ B = 0 := by
  constructor
  · rintro ⟨F, hF⟩
    by_cases hA : A = 0
    · exact Or.inl hA
    right
    obtain ⟨x, i, hx⟩ : ∃ x i, A x i ≠ 0 := by
      by_contra! h
      exact hA (LinearMap.ext fun x => funext fun i => h x i)
    refine LinearMap.ext fun y => funext fun j => ?_
    -- the phase comes out as `-i` through `A` and as `i` through `B`
    have h := (hF (I • x) y).symm.trans
      ((congrArg F (prodState_phase x y)).trans (hF x (I • y)))
    have e := congrArg (fun M : Matrix m n ℂ => M i j) h
    simp only [prodState, Matrix.of_apply, map_smulₛₗ, RingHom.id_apply, Complex.conj_I,
      Pi.smul_apply, smul_eq_mul] at e
    have e' : (2 * I * A x i) * B y j = 0 := by linear_combination -e
    exact (mul_eq_zero.mp e').resolve_left
      (mul_ne_zero (mul_ne_zero two_ne_zero I_ne_zero) hx)
  · rintro (rfl | rfl)
    · exact ⟨fun _ => 0, fun x y => by ext i j; simp [prodState]⟩
    · exact ⟨fun _ => 0, fun x y => by ext i j; simp [prodState]⟩
```

The arrow `→ₛₗ[starRingEnd ℂ]` denotes an antilinear map, $A(\lambda x)=\bar\lambda\,Ax$, and `→ₗ[ℂ]` a linear one. A joint action on product state vectors, with no freedom of a factor, exists exactly when $A=0$ or $B=0$. A time-reversal operator on one half and a unitary on the other are both nonzero when the spaces are nonzero, so for state vectors of such a pair they have no joint action.

Let $F$ be a joint action. Moving the phase gives, entry by entry,

$$-I\,(Ax)_i(By)_j=I\,(Ax)_i(By)_j,\qquad\text{hence}\qquad 2I\,(Ax)_i(By)_j=0.$$

If $A\neq0$, some $x$ and $i$ have $(Ax)_i\neq0$. Then $(By)_j=0$ for every $y$ and $j$, so $B=0$. Conversely, if either map is zero, every required output is the zero matrix, and the constant function $F=0$ works.

The proof follows this order. `by_cases` separates $A=0$ from $A\ne0$, `e` is the first displayed equation, `e'` the second, and `mul_eq_zero` says that a vanishing product has a vanishing factor.

## Conjugating both halves works

```lean
/-- Conjugating every coefficient of the pair acts on product states as complex conjugation
on both halves. -/
theorem conjugation_on_both :
    ActsLocally (fun M : Matrix m n ℂ => M.map star) star star := by
  intro x y
  ext i j
  simp [prodState]
```

The function $M\mapsto\bar M$ conjugates every coefficient of the pair. On products,

$$\overline{x_iy_j}=\bar x_i\,\bar y_j,$$

so it acts as conjugation on each half. A phase $I$ now comes out as $-I$ whichever factor carries it, and the clash disappears. This function is defined on entangled states too.

## Allowing a factor for each product state

```lean
/-- If an additive map conjugates the first half up to factors `c x y`, then the factor is the same,
at a fixed nonzero `x`, for two second-half vectors that each have a nonzero component where the
other has zero. -/
theorem factor_right (F : Matrix m n ℂ →+ Matrix m n ℂ) (c : (m → ℂ) → (n → ℂ) → ℂ)
    (hF : ∀ x y, F (prodState x y) = c x y • prodState (star x) y)
    {x : m → ℂ} {y y' : n → ℂ} {i : m} {j k : n} (hx : x i ≠ 0)
    (hj : y j ≠ 0) (hj' : y' j = 0) (hk : y k = 0) (hk' : y' k ≠ 0) :
    c x y = c x y' := by
  have hs : prodState x (y + y') = prodState x y + prodState x y' := by
    ext a b
    simp [prodState, mul_add]
  have h := hF x (y + y')
  rw [hs, map_add, hF, hF] at h
  -- compare the two components separately
  have e1 := congrArg (fun M : Matrix m n ℂ => M i j) h
  have e2 := congrArg (fun M : Matrix m n ℂ => M i k) h
  simp only [Matrix.add_apply, Matrix.smul_apply, prodState, Matrix.of_apply, Pi.add_apply,
    Pi.star_apply, smul_eq_mul, hj', hk, add_zero, zero_add, mul_zero] at e1 e2
  have hx' : star (x i) ≠ 0 := star_ne_zero.mpr hx
  exact (mul_right_cancel₀ (mul_ne_zero hx' hj) e1).trans
    (mul_right_cancel₀ (mul_ne_zero hx' hk') e2).symm
```

Now $F$ is additive, written `→+`, meaning $F(M+N)=F(M)+F(N)$, and it satisfies

$$F(xy^{\mathsf T})=c(x,y)\,\bar x\,y^{\mathsf T}.$$

The factor $c(x,y)$ stands for the freedom to rescale a state vector without changing the physical state. The lemma compares $y$ and $y'$ where $y_j\ne0$, $y'_j=0$, $y_k=0$ and $y'_k\ne0$, with $x_i\neq0$.

Evaluate $F$ on $x(y+y')^{\mathsf T}=xy^{\mathsf T}+xy'^{\mathsf T}$ in two ways:

$$c(x,y)\,\bar x\,y^{\mathsf T}+c(x,y')\,\bar x\,y'^{\mathsf T}=c(x,y+y')\,\bar x\,(y+y')^{\mathsf T}.$$

Entry $(i,j)$ contains only $y_j$, and entry $(i,k)$ only $y'_k$:

$$c(x,y)\,\bar x_iy_j=c(x,y+y')\,\bar x_iy_j,\qquad c(x,y')\,\bar x_iy'_k=c(x,y+y')\,\bar x_iy'_k.$$

Cancelling the nonzero numbers gives $c(x,y)=c(x,y+y')=c(x,y')$. In Lean the two entries are `e1` and `e2`, and `mul_right_cancel₀` performs the cancellations.

```lean
/-- If an additive map conjugates the first half up to factors `c x y`, then the factor is the same,
at a fixed nonzero `y`, for two first-half vectors that each have a nonzero component where the
other has zero. -/
theorem factor_left (F : Matrix m n ℂ →+ Matrix m n ℂ) (c : (m → ℂ) → (n → ℂ) → ℂ)
    (hF : ∀ x y, F (prodState x y) = c x y • prodState (star x) y)
    {x x' : m → ℂ} {y : n → ℂ} {i k : m} {j : n} (hy : y j ≠ 0)
    (hi : x i ≠ 0) (hi' : x' i = 0) (hk : x k = 0) (hk' : x' k ≠ 0) :
    c x y = c x' y := by
  have hs : prodState (x + x') y = prodState x y + prodState x' y := by
    ext a b
    simp [prodState, add_mul]
  have h := hF (x + x') y
  rw [hs, map_add, hF, hF] at h
  have e1 := congrArg (fun M : Matrix m n ℂ => M i j) h
  have e2 := congrArg (fun M : Matrix m n ℂ => M k j) h
  simp only [Matrix.add_apply, Matrix.smul_apply, prodState, Matrix.of_apply, Pi.add_apply,
    Pi.star_apply, smul_eq_mul, hi', hk, add_zero, zero_add, mul_zero, zero_mul,
    star_zero] at e1 e2
  exact (mul_right_cancel₀ (mul_ne_zero (star_ne_zero.mpr hi) hy) e1).trans
    (mul_right_cancel₀ (mul_ne_zero (star_ne_zero.mpr hk') hy) e2).symm
```

This is the same argument in the first slot. With $x_i\ne0$, $x'_i=0$, $x_k=0$, $x'_k\neq0$ and $y_j\ne0$, the entries $(i,j)$ and $(k,j)$ of $F\big((x+x')y^{\mathsf T}\big)$ give

$$c(x,y)\,\bar x_iy_j=c(x+x',y)\,\bar x_iy_j,\qquad c(x',y)\,\bar x'_ky_j=c(x+x',y)\,\bar x'_ky_j,$$

and therefore $c(x,y)=c(x',y)$.

```lean
/-- When both halves have dimension at least two, no additive map on the states of the pair
conjugates the first half and keeps the second, even up to a nonzero factor that may depend
on the product state. -/
theorem no_local_conjugation_up_to_factor [Nontrivial m] [Nontrivial n] :
    ¬ ∃ (F : Matrix m n ℂ →+ Matrix m n ℂ) (c : (m → ℂ) → (n → ℂ) → ℂ),
      (∀ x y, c x y ≠ 0) ∧
      ∀ x y, F (prodState x y) = c x y • prodState (star x) y := by
  classical
  rintro ⟨F, c, hc, hF⟩
  obtain ⟨i, i', hi⟩ := exists_pair_ne m
  obtain ⟨j, j', hj⟩ := exists_pair_ne n
  -- two basis states for each half
  obtain ⟨e, he, he0⟩ : ∃ e : m → ℂ, e i = 1 ∧ e i' = 0 :=
    ⟨Pi.single i 1, by simp, by simp [hi.symm]⟩
  obtain ⟨e', he', he0'⟩ : ∃ e : m → ℂ, e i' = 1 ∧ e i = 0 :=
    ⟨Pi.single i' 1, by simp, by simp [hi]⟩
  obtain ⟨f, hf, hf0⟩ : ∃ f : n → ℂ, f j = 1 ∧ f j' = 0 :=
    ⟨Pi.single j 1, by simp, by simp [hj.symm]⟩
  obtain ⟨f', hf', hf0'⟩ : ∃ f : n → ℂ, f j' = 1 ∧ f j = 0 :=
    ⟨Pi.single j' 1, by simp, by simp [hj]⟩
  -- additivity forces the factors to agree along a chain of product states
  have h1 : c (I • e) f = c e' f :=
    factor_left F c hF (i := i) (k := i') (j := j) (by simp [hf]) (by simp [he]) he0'
      (by simp [he0]) (by simp [he'])
  have h2 : c e' f = c e' f' :=
    factor_right F c hF (i := i') (j := j) (k := j') (by simp [he']) (by simp [hf]) hf0'
      hf0 (by simp [hf'])
  have h3 : c e' f' = c e f' :=
    factor_left F c hF (i := i') (k := i) (j := j') (by simp [hf']) (by simp [he']) he0
      he0' (by simp [he])
  have h4 : c e f' = c e (I • f) :=
    factor_right F c hF (i := i) (j := j') (k := j) (by simp [he]) (by simp [hf'])
      (by simp [hf0]) hf0' (by simp [hf])
  have h := (hF (I • e) f).symm.trans
    ((congrArg F (prodState_phase e f)).trans (hF e (I • f)))
  rw [h1.trans (h2.trans (h3.trans h4))] at h
  have hh := congrArg (fun M : Matrix m n ℂ => M i j) h
  simp only [Matrix.smul_apply, smul_eq_mul] at hh
  -- the common factor cancels and leaves `-i = i`
  have e1 := congrArg Complex.im (mul_left_cancel₀ (hc _ _) hh)
  norm_num [prodState, he, hf] at e1

end LocalConjugation
```

`[Nontrivial m]` and `[Nontrivial n]` say that each half has at least two basis states. The theorem excludes every additive $F$ that conjugates the first half and keeps the second up to nonzero factors, however those factors depend on $x$ and $y$.

Take distinct labels $i,i'$ and $j,j'$. Let $e,e'$ be the basis vectors of the first half at $i,i'$, and $f,f'$ those of the second half at $j,j'$. The two lemmas, used alternately, give

$$c(Ie,f)=c(e',f)=c(e',f')=c(e,f')=c(e,If).$$

These are `h1` to `h4`. Call the common value $\kappa$. Since $(Ie)f^{\mathsf T}=e(If)^{\mathsf T}$, the two values of $F$ agree, and their $(i,j)$ entries give

$$\kappa\,(-I)=\kappa\,I.$$

As $\kappa\neq0$, it cancels and leaves $-I=I$. In Lean, `mul_left_cancel₀` removes the factor, and the imaginary parts supply the contradiction.

Both restrictions matter, as a short argument by hand, separate from the Lean file, shows. If the first half is one-dimensional, the identity map meets the weaker demand with $c=x/\bar x$ for $x\ne0$. If the second half is one-dimensional, conjugation of every coefficient meets it with $c=\bar y/y$ for $y\ne0$. (Where the product is zero, take $c=1$.) If additivity is given up, one can choose a factorisation $xy^{\mathsf T}$ of each nonzero product matrix and send it to $\bar x\,y^{\mathsf T}$; any other factorisation changes the required image only by a nonzero factor. The zero matrix is sent to itself, and entangled states may be sent anywhere.

```lean
#print axioms LocalConjugation.no_local_conjugation
#print axioms LocalConjugation.antilinear_linear_iff
#print axioms LocalConjugation.conjugation_on_both
#print axioms LocalConjugation.no_local_conjugation_up_to_factor
```

```
'LocalConjugation.no_local_conjugation' depends on axioms: [propext, Classical.choice, Quot.sound]
'LocalConjugation.antilinear_linear_iff' depends on axioms: [propext, Classical.choice, Quot.sound]
'LocalConjugation.conjugation_on_both' depends on axioms: [propext, Classical.choice, Quot.sound]
'LocalConjugation.no_local_conjugation_up_to_factor' depends on axioms: [propext, Classical.choice, Quot.sound]
```
